# Spin-orbit superexchange on a one-orbital bond: a DM vector linear and an anisotropy quadratic in the spin-orbit hopping

Let $s_0,s_1,s_2$ be the Pauli matrices for $x,y,z$, let $t\in\mathbb R$ and $C\in\mathbb R^3$, and let an electron hop from site 2 to site 1 with the spin matrix $T=t+i\,C\cdot s$. Then

$$J_{ab}=\tfrac12\operatorname{tr}(s_aTs_bT^\dagger)=(t^2-C\cdot C)\,\delta_{ab}+2C_aC_b+2t\sum_c\epsilon_{abc}C_c .$$

At fixed $t$, the Dzyaloshinskii–Moriya (DM) vector $D=2tC$ is linear in $C$, and the traceless symmetric anisotropy is quadratic. For two sites with one orbital and one electron each, and a cost $U$ of double occupancy that is large compared with the hopping, $J_{ab}/U$ is the second-order coupling of $s_a$ on site 1 to $s_b$ on site 2, and the DM vector in energy units is $D/U$ in the same convention. This turns the hopping parameters of an electronic-structure model into spin couplings. Taking $t$ and $C$ real expresses time-reversal symmetry of the bond.

## The tensor from Pauli traces

Since $T^\dagger=t-i\,C\cdot s$, the trace splits by powers of $C$. The term without $C$ is $\tfrac{t^2}{2}\operatorname{tr}(s_as_b)=t^2\delta_{ab}$. The linear term uses $\operatorname{tr}(s_as_bs_c)=2i\epsilon_{abc}$:

$$\tfrac{it}{2}\sum_c C_c\left[\operatorname{tr}(s_as_cs_b)-\operatorname{tr}(s_as_bs_c)\right]=\tfrac{it}{2}\sum_c C_c(-4i\epsilon_{abc})=2t\sum_c\epsilon_{abc}C_c .$$

For the quadratic term, $s_b(C\cdot s)=2C_b-(C\cdot s)s_b$ gives

$$(C\cdot s)s_b(C\cdot s)=2C_b\,(C\cdot s)-(C\cdot C)s_b ,$$

and half the trace with $s_a$ is $2C_aC_b-(C\cdot C)\delta_{ab}$. The sum is the claim.

The antisymmetric part is $\sum_c\epsilon_{abc}D_c$. The trace of $J$ is $3t^2-C\cdot C$, so removing its isotropic share from the symmetric part leaves $2(C_aC_b-\tfrac13 C\cdot C\,\delta_{ab})$. Contracting $J$ with real vectors $x,y$ gives

$$\sum_{a,b}J_{ab}x_ay_b=(t^2-C\cdot C)\,x\cdot y+2(C\cdot x)(C\cdot y)+2t\,C\cdot(x\times y).$$

## The same tensor from virtual hopping

Let $\varepsilon$ be the antisymmetric $2\times2$ matrix with $\varepsilon_{01}=1$. Starting from spins $\sigma,\tau$ on sites 1 and 2, the amplitude for double occupancy of site 1 is $(\varepsilon T)_{\sigma\tau}$. For site 2 it is $(\varepsilon T^\dagger)_{\tau\sigma}$ up to a sign, which cancels below. If double occupancy costs $U$, then $U$ times the second-order Hamiltonian is minus the sum of the two rank-one operators built from these amplitudes.

Write $|\varepsilon\rangle=|01\rangle-|10\rangle$, which has squared norm 2, so that $|\varepsilon\rangle\langle\varepsilon|=\tfrac12(1-\sum_as_a\otimes s_a)$. Let $r^2=t^2+C\cdot C$, so $TT^\dagger=T^\dagger T=r^2$. The definition of $J$ also gives $T^\dagger s_aT=\sum_bJ_{ab}s_b$ and $Ts_bT^\dagger=\sum_aJ_{ab}s_a$. Hence

$$(1\otimes T^\dagger)|\varepsilon\rangle\langle\varepsilon|(1\otimes T)=\tfrac12\Big(r^2-\sum_{a,b}J_{ab}\,s_a\otimes s_b\Big),$$

and $(T\otimes1)|\varepsilon\rangle\langle\varepsilon|(T^\dagger\otimes1)$ is the same operator. Minus their sum is $\sum_{a,b}J_{ab}\,s_a\otimes s_b-r^2$. For spin operators $S_a=s_a/2$ the coupling is therefore $4J_{ab}/U$.

## A scaled rotation

Choose axes with $C=(0,0,c)$. Then $J$ has the entry $t^2+c^2$ along $C$ and, across it, the block

$$\begin{pmatrix}t^2-c^2&2tc\\-2tc&t^2-c^2\end{pmatrix}.$$

Because $(t^2-c^2)^2+4t^2c^2=(t^2+c^2)^2$, we get $JJ^{\mathsf T}=r^4\,1$ and $\det J=r^6$. When $r\ne0$, $J/r^2$ is a proper rotation, and turning the spin axes of one site makes this single bond isotropic.

## Definitions in Lean

```lean
import Mathlib

open Matrix
open scoped Kronecker

namespace AnisotropicSuperexchange

noncomputable section
```

Indices run over `Fin 3`, that is $0,1,2$, and spin states over `Fin 2`.

```lean
/-- The three Pauli matrices `s_0, s_1, s_2` (for x, y, z). -/
def pauli : Fin 3 → Matrix (Fin 2) (Fin 2) ℂ :=
  ![!![0, 1; 1, 0], !![0, -Complex.I; Complex.I, 0], !![1, 0; 0, -1]]

/-- The Levi-Civita symbol in three dimensions. -/
def eps : Fin 3 → Fin 3 → Fin 3 → ℝ :=
  ![![![0, 0, 0], ![0, 0, 1], ![0, -1, 0]],
    ![![0, 0, -1], ![0, 0, 0], ![1, 0, 0]],
    ![![0, 1, 0], ![-1, 0, 0], ![0, 0, 0]]]
```

The real parameters enter the hopping matrix as complex numbers.

```lean
/-- Hopping `T = t + i C·s` from site 2 to site 1, with a spin-independent amplitude `t`
and a spin-orbit vector `C`. -/
def hopping (t : ℝ) (C : Fin 3 → ℝ) : Matrix (Fin 2) (Fin 2) ℂ :=
  (t : ℂ) • 1 + Complex.I • ∑ a, (C a : ℂ) • pauli a
```

The exchange tensor is defined by the trace for any $2\times2$ matrix $T$. Its entries are complex by type; that they are real for our $T$ is part of what is proved.

```lean
/-- The exchange tensor `J_ab = (1/2) tr (s_a T s_b T†)` of a bond with hopping matrix `T`. -/
def exchangeTensor (T : Matrix (Fin 2) (Fin 2) ℂ) : Matrix (Fin 3) (Fin 3) ℂ :=
  Matrix.of fun a b => (1 / 2 : ℂ) * (pauli a * T * pauli b * Tᴴ).trace
```

The next definitions describe the virtual processes without mentioning $J$. The matrix `exclusion` is $\varepsilon$, and a pair `p` holds the spins on sites 1 and 2.

```lean
/-- The antisymmetric spin matrix that expresses Pauli exclusion on a doubly occupied site. -/
def exclusion : Matrix (Fin 2) (Fin 2) ℂ := !![0, 1; -1, 0]

/-- Amplitude for two spins `p = (σ, τ)` on sites 1 and 2 to reach double occupancy of site 1. -/
def toSiteOne (T : Matrix (Fin 2) (Fin 2) ℂ) (p : Fin 2 × Fin 2) : ℂ :=
  (exclusion * T) p.1 p.2

/-- Amplitude, up to a sign, for two spins `p = (σ, τ)` on sites 1 and 2 to reach double
occupancy of site 2. -/
def toSiteTwo (T : Matrix (Fin 2) (Fin 2) ℂ) (p : Fin 2 × Fin 2) : ℂ :=
  (exclusion * Tᴴ) p.2 p.1
```

The second-order formula is taken here as a definition: neither the perturbation expansion nor the electronic Fock space is constructed. Both doubly occupied states have the same energy cost $U$. The matrix defined here is $U$ times the Hamiltonian, which the docstrings call "in units of $1/U$", so $U$ itself does not appear.

```lean
/-- The second-order Hamiltonian of two singly occupied sites, in units of `1/U`:
minus the sum over both virtual doubly occupied states. -/
def secondOrder (T : Matrix (Fin 2) (Fin 2) ℂ) :
    Matrix (Fin 2 × Fin 2) (Fin 2 × Fin 2) ℂ :=
  Matrix.of fun p q =>
    -(star (toSiteOne T p) * toSiteOne T q + star (toSiteTwo T p) * toSiteTwo T q)
```

## Components and their decomposition

First the hopping matrix is written out entry by entry.

```lean
/-- The hopping matrix written out in the spin basis. -/
theorem hopping_eq (t : ℝ) (C : Fin 3 → ℝ) :
    hopping t C = !![(t : ℂ) + Complex.I * C 2, Complex.I * C 0 + C 1;
      Complex.I * C 0 - C 1, (t : ℂ) - Complex.I * C 2] := by
  have hI : Complex.I ^ 2 = -1 := Complex.I_sq
  ext i j
  fin_cases i <;> fin_cases j <;>
    simp [hopping, pauli, Fin.sum_univ_three] <;> grind
```

Substituting it into the trace gives nine polynomials. `fin_cases` runs through the index pairs, `simp` expands products and traces, and `grind` finishes the algebra using $i^2=-1$. This replaces the Pauli identities used above.

```lean
/-- The nine components of the exchange tensor for the hopping `t + i C·s`. -/
theorem exchangeTensor_eq (t : ℝ) (C : Fin 3 → ℝ) :
    exchangeTensor (hopping t C) =
      !![(t : ℂ) ^ 2 + C 0 ^ 2 - C 1 ^ 2 - C 2 ^ 2, 2 * C 0 * C 1 + 2 * t * C 2,
          2 * C 0 * C 2 - 2 * t * C 1;
        2 * C 0 * C 1 - 2 * t * C 2, (t : ℂ) ^ 2 - C 0 ^ 2 + C 1 ^ 2 - C 2 ^ 2,
          2 * C 1 * C 2 + 2 * t * C 0;
        2 * C 0 * C 2 + 2 * t * C 1, 2 * C 1 * C 2 - 2 * t * C 0,
          (t : ℂ) ^ 2 - C 0 ^ 2 - C 1 ^ 2 + C 2 ^ 2] := by
  have hI : Complex.I ^ 2 = -1 := Complex.I_sq
  ext a b
  fin_cases a <;> fin_cases b <;>
    simp [exchangeTensor, hopping_eq, pauli, Matrix.trace_fin_two, Matrix.mul_apply,
      Fin.sum_univ_two] <;> grind
```

The index formula follows by comparison with these components. Its right-hand side is a real number cast to $\mathbb C$, so the theorem also shows that $J$ is real.

```lean
/-- The exchange tensor is
`J_ab = (t² - C·C) δ_ab + 2 C_a C_b + 2t ε_abc C_c`. -/
theorem exchangeTensor_apply (t : ℝ) (C : Fin 3 → ℝ) (a b : Fin 3) :
    exchangeTensor (hopping t C) a b =
      (((t ^ 2 - C ⬝ᵥ C) * (if a = b then 1 else 0) + 2 * C a * C b
        + 2 * t * ∑ c, eps a b c * C c : ℝ) : ℂ) := by
  rw [exchangeTensor_eq]
  fin_cases a <;> fin_cases b <;>
    simp [eps, dotProduct, Fin.sum_univ_three] <;> grind
```

The two parts are read off in the same way: half the difference of $J_{ab}$ and $J_{ba}$, then half their sum with a third of the trace removed from the diagonal.

```lean
/-- The antisymmetric part of the exchange tensor is `ε_abc D_c` with the
Dzyaloshinskii-Moriya vector `D = 2tC`, linear in `C`. -/
theorem antisymmetric_part (t : ℝ) (C : Fin 3 → ℝ) (a b : Fin 3) :
    (exchangeTensor (hopping t C) a b - exchangeTensor (hopping t C) b a) / 2 =
      ((∑ c, eps a b c * (2 * t * C c) : ℝ) : ℂ) := by
  rw [exchangeTensor_eq]
  fin_cases a <;> fin_cases b <;>
    simp [eps, Fin.sum_univ_three] <;> grind

/-- The traceless symmetric part of the exchange tensor is `2 (C_a C_b - δ_ab C·C / 3)`,
quadratic in `C` and independent of `t`. -/
theorem traceless_symmetric_part (t : ℝ) (C : Fin 3 → ℝ) (a b : Fin 3) :
    (exchangeTensor (hopping t C) a b + exchangeTensor (hopping t C) b a) / 2
        - (exchangeTensor (hopping t C)).trace / 3 * (if a = b then 1 else 0) =
      ((2 * (C a * C b - C ⬝ᵥ C / 3 * (if a = b then 1 else 0)) : ℝ) : ℂ) := by
  rw [exchangeTensor_eq]
  fin_cases a <;> fin_cases b <;>
    simp [Matrix.trace_fin_three, dotProduct, Fin.sum_univ_three] <;> grind
```

## Agreement with the second-order Hamiltonian

The theorem below identifies the trace tensor with the coupling produced by virtual hopping. In `pauli a ⊗ₖ pauli b` the first factor acts on site 1. Where the derivation by hand used the singlet projector, the proof compares all sixteen matrix elements.

```lean
/-- Virtual hopping through both doubly occupied states gives, in units of `1/U`, the spin
Hamiltonian `∑ J_ab s_a ⊗ s_b - (t² + C·C)`. -/
theorem secondOrder_eq_exchange (t : ℝ) (C : Fin 3 → ℝ) :
    secondOrder (hopping t C) =
      ∑ a, ∑ b, exchangeTensor (hopping t C) a b • (pauli a ⊗ₖ pauli b)
        - ((t ^ 2 + C ⬝ᵥ C : ℝ) : ℂ) • 1 := by
  have hI : Complex.I ^ 2 = -1 := Complex.I_sq
  rw [exchangeTensor_eq]
  -- compare the sixteen matrix elements between two-spin states
  ext ⟨i, j⟩ ⟨k, l⟩
  fin_cases i <;> fin_cases j <;> fin_cases k <;> fin_cases l <;>
    simp [secondOrder, toSiteOne, toSiteTwo, exclusion, hopping_eq, pauli, Matrix.mul_apply,
      dotProduct, Fin.sum_univ_two, Fin.sum_univ_three] <;> grind
```

## Classical energy and the rotation identities

For classical spins, $x$ and $y$ replace the Pauli matrices, the constant $-r^2$ is left out, and the energy is again multiplied by $U$. The vectors need not have unit length.

```lean
/-- For classical spins `x` and `y` the bond energy is the sum of a Heisenberg term, a
pseudo-dipolar term along `C`, and the Dzyaloshinskii-Moriya term `2t C·(x × y)`. -/
theorem classical_bond_energy (t : ℝ) (C x y : Fin 3 → ℝ) :
    ∑ a, ∑ b, exchangeTensor (hopping t C) a b * x a * y b =
      (((t ^ 2 - C ⬝ᵥ C) * (x ⬝ᵥ y) + 2 * (C ⬝ᵥ x) * (C ⬝ᵥ y)
        + 2 * t * (C ⬝ᵥ crossProduct x y) : ℝ) : ℂ) := by
  rw [exchangeTensor_eq]
  simp [cross_apply, dotProduct, Fin.sum_univ_three]
  ring
```

The last theorem states the two identities behind the scaled rotation. The proof multiplies out the components for general $C$, with no special choice of axes.

```lean
/-- The exchange tensor satisfies `J Jᵀ = (t² + C·C)² 1` and `det J = (t² + C·C)³`, as does
`t² + C·C` times a proper rotation. -/
theorem hidden_rotation (t : ℝ) (C : Fin 3 → ℝ) :
    exchangeTensor (hopping t C) * (exchangeTensor (hopping t C))ᵀ =
        (((t ^ 2 + C ⬝ᵥ C) ^ 2 : ℝ) : ℂ) • 1 ∧
      (exchangeTensor (hopping t C)).det = (((t ^ 2 + C ⬝ᵥ C) ^ 3 : ℝ) : ℂ) := by
  rw [exchangeTensor_eq]
  constructor
  · ext a b
    fin_cases a <;> fin_cases b <;>
      simp [Matrix.mul_apply, dotProduct, Fin.sum_univ_three] <;> ring
  · rw [Matrix.det_fin_three]
    simp [dotProduct, Fin.sum_univ_three]
    ring

end

end AnisotropicSuperexchange
```

```lean
#print axioms AnisotropicSuperexchange.hopping_eq
-- 'AnisotropicSuperexchange.hopping_eq' depends on axioms: [propext, Classical.choice, Quot.sound]
#print axioms AnisotropicSuperexchange.exchangeTensor_apply
-- 'AnisotropicSuperexchange.exchangeTensor_apply' depends on axioms: [propext, Classical.choice, Quot.sound]
#print axioms AnisotropicSuperexchange.classical_bond_energy
-- 'AnisotropicSuperexchange.classical_bond_energy' depends on axioms: [propext, Classical.choice, Quot.sound]
#print axioms AnisotropicSuperexchange.hidden_rotation
-- 'AnisotropicSuperexchange.hidden_rotation' depends on axioms: [propext, Classical.choice, Quot.sound]
```
